# Exact two-component picture change preserves the selection rules of block-diagonal unitary symmetries

When a one-electron Dirac problem is reduced from four components to two, a property operator such as the electric dipole must be transformed along with the wave function. If a symmetry of the molecule forbids a transition in the four-component description, does the transformed operator still forbid it?

```lean
import Mathlib

open Matrix
open scoped ComplexOrder

namespace PictureChangeSymmetry

noncomputable section

variable {m n p q : Type*} [Fintype m] [DecidableEq m] [Fintype n]
  [Fintype p] [Fintype q] [DecidableEq q]

/-- Each column `c_j` of `C` satisfies `H c_j = e_j c_j` with `e_j` above `μ`, and every eigenvector
of `H` with a real energy above `μ` is a combination of them. -/
structure SpansAbove (H : Matrix p p ℂ) (μ : ℝ) (e : q → ℝ) (C : Matrix p q ℂ) : Prop where
  eigen : H * C = C * diagonal (fun j => (e j : ℂ))
  above : ∀ j, μ < e j
  complete : ∀ (ε : ℝ) (v : p → ℂ), μ < ε → H *ᵥ v = (ε : ℂ) • v → ∃ a, v = C *ᵥ a

/-- The operation `G = diag(g₁, g₂)` on the large and small components. -/
def blockSymmetry (g₁ : Matrix m m ℂ) (g₂ : Matrix n n ℂ) : Matrix (m ⊕ n) (m ⊕ n) ℂ :=
  fromBlocks g₁ 0 0 g₂

/-- The renormalization matrix `R = (1 + Xᴴ X)^(-1/2)`. -/
def renorm (X : Matrix n m ℂ) : Matrix m m ℂ :=
  cfc (fun t : ℝ => (√t)⁻¹) (1 + Xᴴ * X)

/-- The map `J = (R; X R)` from two-component to four-component vectors. -/
def decoupler (X : Matrix n m ℂ) : Matrix (m ⊕ n) m ℂ :=
  fromRows (renorm X) (X * renorm X)

/-- The picture-changed operator `Jᴴ O J`. -/
def pictureChange (X : Matrix n m ℂ) (O : Matrix (m ⊕ n) (m ⊕ n) ℂ) : Matrix m m ℂ :=
  (decoupler X)ᴴ * O * decoupler X

/-- The map `J` preserves inner products: `Jᴴ J = 1`. -/
theorem decoupler_isometry (X : Matrix n m ℂ) : (decoupler X)ᴴ * decoupler X = 1 := by
  have hP : (1 + Xᴴ * X).PosDef :=
    PosDef.one.add_posSemidef (posSemidef_conjTranspose_mul_self X)
  have hA : IsSelfAdjoint (1 + Xᴴ * X) := hP.isHermitian
  have hpos : ∀ t ∈ spectrum ℝ (1 + Xᴴ * X), 0 < t := by
    intro t ht
    rw [hP.isHermitian.spectrum_real_eq_range_eigenvalues] at ht
    obtain ⟨i, rfl⟩ := ht
    exact hP.eigenvalues_pos i
  have hf : ContinuousOn (fun t : ℝ => (√t)⁻¹) (spectrum ℝ (1 + Xᴴ * X)) := fun t ht =>
    (Real.continuous_sqrt.continuousAt.inv₀
      (Real.sqrt_pos.2 (hpos t ht)).ne').continuousWithinAt
  -- functional calculus turns `R (1 + Xᴴ X) R` into the constant function one
  have hR : renorm X * (1 + Xᴴ * X) * renorm X = 1 := by
    have h3 : renorm X * (1 + Xᴴ * X) * renorm X
        = cfc (fun t : ℝ => (√t)⁻¹ * t * (√t)⁻¹) (1 + Xᴴ * X) := by
      rw [cfc_mul (fun t : ℝ => (√t)⁻¹ * t) (fun t : ℝ => (√t)⁻¹) _
        (hf.mul continuousOn_id) hf,
        cfc_mul (fun t : ℝ => (√t)⁻¹) (fun t : ℝ => t) _ hf continuousOn_id,
        cfc_id' ℝ _ hA]
      rfl
    have hs : ∀ s : ℝ, s ≠ 0 → s⁻¹ * (s * s) * s⁻¹ = 1 := by
      intro s h
      field_simp
    rw [h3]
    refine Eq.trans (cfc_congr ?_) (cfc_const_one ℝ (1 + Xᴴ * X) hA)
    intro t ht
    have h := hs (√t) (Real.sqrt_pos.2 (hpos t ht)).ne'
    rw [Real.mul_self_sqrt (hpos t ht).le] at h
    exact h
  have hH : (renorm X)ᴴ = renorm X :=
    cfc_predicate (fun t : ℝ => (√t)⁻¹) (1 + Xᴴ * X)
  rw [decoupler, conjTranspose_fromRows_eq_fromCols_conjTranspose, fromCols_mul_fromRows,
    conjTranspose_mul, hH, ← hR]
  simp only [Matrix.mul_add, Matrix.add_mul, Matrix.mul_one, Matrix.mul_assoc]

/-- A matrix `G` commuting with `H` maps the span of the eigenvectors above `μ` into itself. -/
theorem span_invariant {H G : Matrix p p ℂ} {μ : ℝ} {e : q → ℝ} {C : Matrix p q ℂ}
    (hC : SpansAbove H μ e C) (hGH : G * H = H * G) : ∃ T : Matrix q q ℂ, G * C = C * T := by
  have h : ∀ j, ∃ a, G *ᵥ (fun i => C i j) = C *ᵥ a := by
    intro j
    have hc : H *ᵥ (fun i => C i j) = (e j : ℂ) • (fun i => C i j) := by
      ext i
      have h := congrFun (congrFun hC.eigen i) j
      rw [mul_diagonal, mul_apply] at h
      change ∑ k, H i k * C k j = (e j : ℂ) * C i j
      rw [h, mul_comm]
    apply hC.complete (e j) _ (hC.above j)
    rw [mulVec_mulVec, ← hGH, ← mulVec_mulVec, hc, mulVec_smul]
  choose a ha using h
  refine ⟨of fun i j => a j i, ?_⟩
  ext i j
  exact congrFun (ha j) i

/-- Let the columns of `(C_L; C_S)` be solutions of `H` above `μ` that span all of them, in the
sense of `SpansAbove`. If `C_L` is invertible and `X C_L = C_S`, a block-diagonal `G = diag(g₁, g₂)`
commuting with `H` satisfies `g₂ X = X g₁`. -/
theorem coupling_intertwines {H : Matrix (m ⊕ n) (m ⊕ n) ℂ} {μ : ℝ} {e : m → ℝ}
    {CL g₁ : Matrix m m ℂ} {CS X : Matrix n m ℂ} {g₂ : Matrix n n ℂ}
    (hC : SpansAbove H μ e (fromRows CL CS)) (hL : IsUnit CL) (hX : X * CL = CS)
    (hGH : blockSymmetry g₁ g₂ * H = H * blockSymmetry g₁ g₂) : g₂ * X = X * g₁ := by
  obtain ⟨T, hT⟩ := span_invariant hC hGH
  rw [blockSymmetry, fromBlocks_mul_fromRows, fromRows_mul] at hT
  have h1 : g₁ * CL = CL * T := by simpa using congrArg toRows₁ hT
  have h2 : g₂ * CS = CS * T := by simpa using congrArg toRows₂ hT
  obtain ⟨D, hD⟩ := hL.exists_right_inv
  have key : g₂ * (X * CL) = X * g₁ * CL := by
    rw [hX, h2, Matrix.mul_assoc X, h1, ← Matrix.mul_assoc, hX]
  calc g₂ * X = g₂ * (X * CL) * D := by
        rw [Matrix.mul_assoc, Matrix.mul_assoc, hD, Matrix.mul_one]
    _ = X * g₁ := by rw [key, Matrix.mul_assoc, hD, Matrix.mul_one]

/-- If `G = diag(g₁, g₂)` is unitary and `g₂ X = X g₁`, then `g₁` is unitary and `G J = J g₁`. -/
theorem decoupler_intertwines [DecidableEq n]
    {g₁ : Matrix m m ℂ} {g₂ : Matrix n n ℂ} {X : Matrix n m ℂ}
    (hG : blockSymmetry g₁ g₂ * (blockSymmetry g₁ g₂)ᴴ = 1) (hx : g₂ * X = X * g₁) :
    g₁ * g₁ᴴ = 1 ∧ blockSymmetry g₁ g₂ * decoupler X = decoupler X * g₁ := by
  rw [blockSymmetry, fromBlocks_conjTranspose, fromBlocks_multiply, ← fromBlocks_one,
    fromBlocks_inj] at hG
  have u1 : g₁ * g₁ᴴ = 1 := by simpa using hG.1
  have u2 : g₂ᴴ * g₂ = 1 := mul_eq_one_comm.mp (by simpa using hG.2.2.2)
  have hx' : Xᴴ * g₂ᴴ = g₁ᴴ * Xᴴ := by
    rw [← conjTranspose_mul, hx, conjTranspose_mul]
  have h1 : g₁ * Xᴴ = Xᴴ * g₂ := by
    calc g₁ * Xᴴ = g₁ * (Xᴴ * g₂ᴴ) * g₂ := by
          rw [Matrix.mul_assoc, Matrix.mul_assoc, u2, Matrix.mul_one]
      _ = Xᴴ * g₂ := by rw [hx', ← Matrix.mul_assoc, u1, Matrix.one_mul]
  -- `g₁` commutes with `1 + Xᴴ X`, hence with its inverse square root
  have hc : Commute (1 + Xᴴ * X) g₁ := by
    change (1 + Xᴴ * X) * g₁ = g₁ * (1 + Xᴴ * X)
    rw [Matrix.add_mul, Matrix.mul_add, Matrix.one_mul, Matrix.mul_one, Matrix.mul_assoc,
      ← hx, ← Matrix.mul_assoc, ← h1, Matrix.mul_assoc]
  have hA : IsSelfAdjoint (1 + Xᴴ * X) :=
    (PosDef.one.add_posSemidef (posSemidef_conjTranspose_mul_self X)).isHermitian
  have hR : g₁ * renorm X = renorm X * g₁ :=
    (hA.commute_cfc hc (fun t : ℝ => (√t)⁻¹)).eq.symm
  have h2 : g₂ * (X * renorm X) = X * renorm X * g₁ := by
    rw [← Matrix.mul_assoc, hx, Matrix.mul_assoc, hR, ← Matrix.mul_assoc]
  refine ⟨u1, ?_⟩
  rw [decoupler, blockSymmetry, fromBlocks_mul_fromRows, fromRows_mul]
  simp only [Matrix.zero_mul, add_zero, zero_add]
  rw [hR, h2]

/-- Let the columns of `(C_L; C_S)` be solutions of `H` above `μ` that span all of them, in the
sense of `SpansAbove`. Let `C_L` be invertible, `X C_L = C_S`, and let the unitary
`G = diag(g₁, g₂)` commute with `H`. If `G O Gᴴ = z O`, then `g₂ X = X g₁` and `Jᴴ O J` acquires the
same factor `z` under `g₁`. -/
theorem pictureChange_covariant [DecidableEq n]
    {H O : Matrix (m ⊕ n) (m ⊕ n) ℂ} {μ : ℝ} {e : m → ℝ}
    {CL g₁ : Matrix m m ℂ} {CS X : Matrix n m ℂ} {g₂ : Matrix n n ℂ} {z : ℂ}
    (hC : SpansAbove H μ e (fromRows CL CS)) (hL : IsUnit CL) (hX : X * CL = CS)
    (hG : blockSymmetry g₁ g₂ * (blockSymmetry g₁ g₂)ᴴ = 1)
    (hGH : blockSymmetry g₁ g₂ * H = H * blockSymmetry g₁ g₂)
    (hO : blockSymmetry g₁ g₂ * O * (blockSymmetry g₁ g₂)ᴴ = z • O) :
    g₂ * X = X * g₁ ∧ g₁ * pictureChange X O * g₁ᴴ = z • pictureChange X O := by
  have hx := coupling_intertwines hC hL hX hGH
  obtain ⟨u1, hJ⟩ := decoupler_intertwines hG hx
  refine ⟨hx, ?_⟩
  unfold pictureChange
  generalize blockSymmetry g₁ g₂ = G at *
  generalize decoupler X = J at *
  have hG' : Gᴴ * G = 1 := mul_eq_one_comm.mp hG
  have h1 : J * g₁ᴴ = Gᴴ * J := by
    calc J * g₁ᴴ = Gᴴ * (G * J) * g₁ᴴ := by
          rw [← Matrix.mul_assoc Gᴴ, hG', Matrix.one_mul]
      _ = Gᴴ * J := by
          rw [hJ, Matrix.mul_assoc, Matrix.mul_assoc, u1, Matrix.mul_one]
  have h2 : g₁ * Jᴴ = Jᴴ * G := by
    simpa [conjTranspose_mul] using congrArg conjTranspose h1
  -- the two-component operation moves through `J` and acts on `O`
  calc g₁ * (Jᴴ * O * J) * g₁ᴴ = (g₁ * Jᴴ) * O * (J * g₁ᴴ) := by
        simp only [Matrix.mul_assoc]
    _ = Jᴴ * (G * O * Gᴴ) * J := by rw [h1, h2]; simp only [Matrix.mul_assoc]
    _ = z • (Jᴴ * O * J) := by rw [hO, Matrix.mul_smul, Matrix.smul_mul]

/-- Selection rule: under the assumptions of `pictureChange_covariant`, if `g₁ a = α a`,
`g₁ b = β b` and `z α* β ≠ 1`, the matrix element of `Jᴴ O J` between `a` and `b` vanishes. -/
theorem selection_rule [DecidableEq n]
    {H O : Matrix (m ⊕ n) (m ⊕ n) ℂ} {μ : ℝ} {e : m → ℝ}
    {CL g₁ : Matrix m m ℂ} {CS X : Matrix n m ℂ} {g₂ : Matrix n n ℂ} {z α β : ℂ}
    {a b : m → ℂ}
    (hC : SpansAbove H μ e (fromRows CL CS)) (hL : IsUnit CL) (hX : X * CL = CS)
    (hG : blockSymmetry g₁ g₂ * (blockSymmetry g₁ g₂)ᴴ = 1)
    (hGH : blockSymmetry g₁ g₂ * H = H * blockSymmetry g₁ g₂)
    (hO : blockSymmetry g₁ g₂ * O * (blockSymmetry g₁ g₂)ᴴ = z • O)
    (ha : g₁ *ᵥ a = α • a) (hb : g₁ *ᵥ b = β • b) (hz : z * star α * β ≠ 1) :
    star a ⬝ᵥ pictureChange X O *ᵥ b = 0 := by
  obtain ⟨hx, h⟩ := pictureChange_covariant hC hL hX hG hGH hO
  have u : g₁ᴴ * g₁ = 1 := mul_eq_one_comm.mp (decoupler_intertwines hG hx).1
  generalize pictureChange X O = M at h ⊢
  have hM : z • (g₁ᴴ * M * g₁) = M := by
    calc z • (g₁ᴴ * M * g₁) = g₁ᴴ * (z • M) * g₁ := by
          rw [Matrix.mul_smul, Matrix.smul_mul]
      _ = (g₁ᴴ * g₁) * M * (g₁ᴴ * g₁) := by rw [← h]; simp only [Matrix.mul_assoc]
      _ = M := by rw [u, Matrix.one_mul, Matrix.mul_one]
  -- the matrix element equals itself times `z α* β`
  have key : star a ⬝ᵥ M *ᵥ b = z * star α * β * (star a ⬝ᵥ M *ᵥ b) := by
    calc star a ⬝ᵥ M *ᵥ b = star a ⬝ᵥ (z • (g₁ᴴ * M * g₁)) *ᵥ b := by rw [hM]
      _ = z * (star (g₁ *ᵥ a) ⬝ᵥ M *ᵥ (g₁ *ᵥ b)) := by
          rw [smul_mulVec, dotProduct_smul, smul_eq_mul, star_mulVec, ← mulVec_mulVec,
            ← mulVec_mulVec, dotProduct_mulVec (star a)]
      _ = z * star α * β * (star a ⬝ᵥ M *ᵥ b) := by
          rw [ha, hb, star_smul, smul_dotProduct, mulVec_smul, dotProduct_smul]
          simp only [smul_eq_mul]
          ring
  by_contra hne
  exact hz (mul_right_cancel₀ hne (by linear_combination -key))

/-- The Hamiltonian with blocks `3, 4σ_z, 4σ_z, -3`, the symmetry `diag(σ_z, σ_z)` and the operator
`diag(σ_x, σ_x)` meet all assumptions of `pictureChange_covariant` with `C = (2·1; σ_z)`,
`X = σ_z / 2`, `μ = 0` and `z = -1`. -/
theorem pictureChange_witness :
    let σz : Matrix (Fin 2) (Fin 2) ℂ := !![1, 0; 0, -1]
    let σx : Matrix (Fin 2) (Fin 2) ℂ := !![0, 1; 1, 0]
    let H := fromBlocks !![3, 0; 0, 3] !![4, 0; 0, -4] !![4, 0; 0, -4] !![-3, 0; 0, -3]
    let CL : Matrix (Fin 2) (Fin 2) ℂ := !![2, 0; 0, 2]
    let G := blockSymmetry σz σz
    let O := fromBlocks σx 0 0 σx
    SpansAbove H 0 (fun _ => 5) (fromRows CL σz) ∧ IsUnit CL ∧
      !![1 / 2, 0; 0, -1 / 2] * CL = σz ∧ G * Gᴴ = 1 ∧ G * H = H * G ∧
      G * O * Gᴴ = (-1 : ℂ) • O := by
  intro σz σx H CL G O
  refine ⟨⟨?_, fun _ => by norm_num, ?_⟩, ?_, ?_, ?_, ?_, ?_⟩
  · ext i j
    rcases i with i | i <;> fin_cases i <;> fin_cases j <;>
      simp [H, CL, σz, Matrix.mul_apply, Fin.sum_univ_two, diagonal_apply] <;> norm_num
  · intro ε v hε hv
    have hne : (ε : ℂ) + 5 ≠ 0 := by
      exact_mod_cast (by linarith : (0 : ℝ) < ε + 5).ne'
    have h0 : 3 * v (.inl 0) + 4 * v (.inr 0) = ε * v (.inl 0) := by
      simpa [H, mulVec, dotProduct, Fin.sum_univ_two] using congrFun hv (.inl 0)
    have h1 : 3 * v (.inl 1) + -(4 * v (.inr 1)) = ε * v (.inl 1) := by
      simpa [H, mulVec, dotProduct, Fin.sum_univ_two] using congrFun hv (.inl 1)
    have h2 : 4 * v (.inl 0) + -(3 * v (.inr 0)) = ε * v (.inr 0) := by
      simpa [H, mulVec, dotProduct, Fin.sum_univ_two] using congrFun hv (.inr 0)
    have h3 : -(4 * v (.inl 1)) + -(3 * v (.inr 1)) = ε * v (.inr 1) := by
      simpa [H, mulVec, dotProduct, Fin.sum_univ_two] using congrFun hv (.inr 1)
    -- the components along the eigenvectors of energy `-5` vanish
    have p0 : v (.inl 0) - 2 * v (.inr 0) = 0 :=
      (mul_eq_zero.mp (by linear_combination -h0 + 2 * h2 :
        ((ε : ℂ) + 5) * (v (.inl 0) - 2 * v (.inr 0)) = 0)).resolve_left hne
    have p1 : v (.inl 1) + 2 * v (.inr 1) = 0 :=
      (mul_eq_zero.mp (by linear_combination -h1 - 2 * h3 :
        ((ε : ℂ) + 5) * (v (.inl 1) + 2 * v (.inr 1)) = 0)).resolve_left hne
    refine ⟨![v (.inr 0), -v (.inr 1)], ?_⟩
    ext i
    rcases i with i | i <;> fin_cases i <;>
      simp [CL, σz, mulVec, dotProduct, Fin.sum_univ_two]
    · linear_combination p0
    · linear_combination p1
  · rw [isUnit_iff_isUnit_det]
    simp [CL, det_fin_two]
  · ext i j
    fin_cases i <;> fin_cases j <;> simp [CL, σz, Matrix.mul_apply, Fin.sum_univ_two]
  · ext i j
    rcases i with i | i <;> rcases j with j | j <;> fin_cases i <;> fin_cases j <;>
      simp [G, σz, blockSymmetry, Matrix.mul_apply, Fin.sum_univ_two]
  · ext i j
    rcases i with i | i <;> rcases j with j | j <;> fin_cases i <;> fin_cases j <;>
      simp [G, H, σz, blockSymmetry, Matrix.mul_apply, Fin.sum_univ_two]
  · ext i j
    rcases i with i | i <;> rcases j with j | j <;> fin_cases i <;> fin_cases j <;>
      simp [G, O, σz, σx, blockSymmetry, Matrix.mul_apply, Fin.sum_univ_two]

end

end PictureChangeSymmetry
```

```lean
#print axioms PictureChangeSymmetry.decoupler_isometry
-- 'PictureChangeSymmetry.decoupler_isometry' depends on axioms: [propext, Classical.choice, Quot.sound]
#print axioms PictureChangeSymmetry.selection_rule
-- 'PictureChangeSymmetry.selection_rule' depends on axioms: [propext, Classical.choice, Quot.sound]
```

## From the Dirac matrix to the two-component operator

The Hamiltonian H is a complex matrix acting on vectors (v_L; v_S), with a large component indexed by `m` and a small component indexed by `n`. The two index sets are finite and may differ in size. The threshold μ separates the electronic solutions from the negative-energy ones.

The matrix C = (C_L; C_S) has eigenvectors of H as its columns, with energies `e j` above μ. `SpansAbove` also requires that every eigenvector with a real energy above μ be a combination of these columns. They need not be normalised or orthogonal. Since C_L is square and invertible, there are as many independent solutions above μ as large-component basis functions. The coupling matrix X is fixed by X C_L = C_S, and from it come

R = (1 + XᴴX)^(-1/2),

J = (R; XR).

In Lean these are `renorm X` and `decoupler X`. The literature often calls X the decoupling matrix, whereas `decoupler` here means J. The picture-changed operator JᴴOJ is `pictureChange X O`.

The symmetry is a unitary G = diag(g₁, g₂) that commutes with H. Spatial inversion is of this form, with g₁ = P and g₂ = −P, where P inverts the coordinates. Time reversal is antiunitary and falls outside this description. The condition GOGᴴ = zO says that O acquires a factor z under the symmetry; for the electric dipole under inversion, z = −1.

`pictureChange_covariant` concludes that

g₂X = Xg₁,

g₁(JᴴOJ)g₁ᴴ = z JᴴOJ.

`selection_rule` adds that if g₁a = αa, g₁b = βb and zα*β ≠ 1, then aᴴ(JᴴOJ)b = 0. For the dipole under inversion, two states of equal parity have α = β = ±1, so zα*β = −1 and the matrix element vanishes.

Hermiticity of H is not assumed, so the physical Hermitian case is included. The matrices refer to an orthonormal basis. The step left to the user is the passage from the Dirac differential operator to such matrices, with a basis in which the symmetry is represented by a block-diagonal unitary G.

For exact two-component calculations with a finite one-electron matrix, this means that transformed property integrals may be sorted into symmetry blocks by the four-component rules. The choice O = H, z = 1 shows that the two-component Hamiltonian JᴴHJ itself commutes with g₁.

## Moving the symmetry through J

Let c be a column of C with energy ε. Because G commutes with H,

H(Gc) = G(Hc) = ε Gc.

So Gc is again a solution above μ, and by completeness a combination of the columns of C. Collecting the coefficients in a matrix T gives GC = CT. This is `span_invariant`, where `choose` gathers the coefficients column by column.

The upper and lower blocks of GC = CT read g₁C_L = C_L T and g₂C_S = C_S T. Therefore

g₂XC_L = g₂C_S = C_S T = XC_L T = Xg₁C_L.

Multiplying by C_L⁻¹ from the right gives g₂X = Xg₁, which is `coupling_intertwines`.

Unitarity of G makes g₁ and g₂ unitary. The adjoint of the last relation is Xᴴg₂ᴴ = g₁ᴴXᴴ; multiplying by g₁ from the left and g₂ from the right gives g₁Xᴴ = Xᴴg₂. Hence

g₁XᴴX = Xᴴg₂X = XᴴXg₁.

So g₁ commutes with 1 + XᴴX, and therefore with its inverse square root R. In `decoupler_intertwines` this last inference is `hA.commute_cfc`, because R is defined by the continuous functional calculus, that is, by applying t ↦ 1/√t to the eigenvalues. It follows that

GJ = (g₁R; g₂XR) = (Rg₁; XRg₁) = Jg₁.

By unitarity this becomes Jg₁ᴴ = GᴴJ, with adjoint g₁Jᴴ = JᴴG. Then

g₁(JᴴOJ)g₁ᴴ = Jᴴ(GOGᴴ)J = z JᴴOJ.

The closing `calc` of `pictureChange_covariant` is this line.

For the selection rule, write M = JᴴOJ. The transformation law rearranges to M = z g₁ᴴMg₁, so

aᴴMb = z(g₁a)ᴴM(g₁b) = zα*β aᴴMb.

A number equal to itself times a factor other than 1 is zero.

The normalisation is checked separately in `decoupler_isometry`:

JᴴJ = R(1 + XᴴX)R = 1.

The eigenvalues of 1 + XᴴX are positive, so the functional calculus reduces this product to t^(-1/2) · t · t^(-1/2) = 1. Two-component inner products therefore equal those of the corresponding four-component vectors.

## A four-dimensional instance

`pictureChange_witness` verifies the assumptions for a Hamiltonian with diagonal blocks 3 and −3 and off-diagonal blocks 4σ_z. Its energies are ±5. The eigenvectors above μ = 0 are the columns of (2·1; σ_z), of length √5, so X = σ_z/2 and R = 2/√5. With G = diag(σ_z, σ_z) and O = diag(σ_x, σ_x), the factor is z = −1. Completeness is proved by showing that a solution with positive energy has no part along the eigenvectors of energy −5. Working out the product gives

JᴴOJ = (4/5)(σ_x + σ_zσ_xσ_z/4) = (3/5)σ_x.

The diagonal elements vanish, as the selection rule demands, while the allowed ones survive with reduced size.

## An incomplete set of solutions can break the rule

Suppose the columns of C are eigenvectors above μ but need not span all of them. The conclusions can then fail, as a small matrix example shows; it is not a Dirac Hamiltonian, since it has no negative-energy solutions. Take one large and one small component, H = 1, μ = 0 and C = (1; 1), so that X = 1 and J = (1; 1)/√2. The unitary G = diag(1, −1) commutes with H, yet g₂X = −1 while Xg₁ = 1.

The operator O = σ_x satisfies GOGᴴ = −O, so the selection rule would require JᴴOJ = 0. Its value is 1. The omitted eigenvector (1; −1) is the image of (1; 1) under G: the chosen set cuts through a degenerate level and is not closed under the symmetry.
